# A quadratic polynomial times a decaying exponential is integrable on the positive half-line

The theorem `polyExp_integrable` says that for real `b > 0` and any real coefficients `p`, `q`, `s`, the function (p + qr + sr²)e^(−br) is integrable over r > 0. Functions of this form occur as radial integrands when orbitals decay exponentially. The integral is taken with plain Lebesgue measure in r, so any r² volume factor must already be in the polynomial, and the theorem shows that the integral is finite without computing it. The proof first gets the integrability of xⁿe^(−bx) for every natural number n from a Mathlib lemma about real powers. It then adds the cases n = 0, 1, 2 with coefficients `p`, `q`, `s` and checks that the sum agrees pointwise with `polyExp`.

As first written in Lean, the proof fails:

```lean
import Mathlib

open MeasureTheory Set Filter Topology

namespace ScreenedHydride

noncomputable section

/-- The polynomial `p + q * r + s * r ^ 2` times `exp (-(b * r))`, which decays for `b > 0`. -/
def polyExp (b p q s r : ℝ) : ℝ := (p + q * r + s * r ^ 2) * Real.exp (-(b * r))

/-- A quadratic polynomial times a decaying exponential is integrable on the half-line. -/
theorem polyExp_integrable {b : ℝ} (hb : 0 < b) (p q s : ℝ) :
    IntegrableOn (polyExp b p q s) (Ioi 0) := by
  have hm : ∀ n : ℕ, Integrable (fun x : ℝ => x ^ n * Real.exp (-b * x))
      (volume.restrict (Ioi 0)) := by
    intro n
    have hn : (-1 : ℝ) < (n : ℝ) := by
      have : (0 : ℝ) ≤ (n : ℝ) := n.cast_nonneg
      linarith
    have h := integrableOn_rpow_mul_exp_neg_mul_rpow (p := 1) hn le_rfl hb
    simp only [Real.rpow_natCast, Real.rpow_one] at h
    exact h
  have h := (((hm 0).const_mul p).add ((hm 1).const_mul q)).add ((hm 2).const_mul s)
  refine h.congr (Eventually.of_forall fun x => ?_)
  simp only [polyExp, Pi.add_apply, neg_mul]
  ring

end

end ScreenedHydride
```

Compiling this gives:

```
Main.lean:21:65: error: Application type mismatch: The argument
  le_rfl
has type
  ?m.84 ≤ ?m.84
but is expected to have type
  0 < 1
in the application
  integrableOn_rpow_mul_exp_neg_mul_rpow hn le_rfl
```

The mended proof, as a diff:

```diff
@@ -19,5 +19,5 @@
       have : (0 : ℝ) ≤ (n : ℝ) := n.cast_nonneg
       linarith
-    have h := integrableOn_rpow_mul_exp_neg_mul_rpow (p := 1) hn le_rfl hb
+    have h := integrableOn_rpow_mul_exp_neg_mul_rpow (p := 1) hn one_pos hb
     simp only [Real.rpow_natCast, Real.rpow_one] at h
     exact h
```

Cause. The Mathlib lemma `integrableOn_rpow_mul_exp_neg_mul_rpow` has a parameter `p`, the power of the variable inside the exponential, which is unrelated to the coefficient `p` in the theorem. The attempt sets it to 1 with `(p := 1)`. The argument after `hn` must then be a proof of `0 < 1`, that is, that this power is positive.

The attempt gives `le_rfl` there, which proves only that a number is less than or equal to itself. That would do if the lemma asked for `1 ≤ 1`, but it asks for the strict inequality `0 < 1`. Lean can't read a statement of the form `a ≤ a` as `0 < 1`, so it reports a type mismatch.

The repair replaces `le_rfl` with `one_pos`, which is a proof of exactly `0 < 1`. Nothing else changes.
